# In finite dimension, the primitive path-integral partition function tends to the exact one as the number of beads grows

The theorem `beadTrace_tendsto` says that tr((exp(A/P) exp(B/P))^P) tends to tr exp(A+B) as the number of beads P grows, for any two complex square matrices A and B of the same finite, nonzero size. With A = −βT and B = −βV, where T and V are matrices for the kinetic and potential energy and β is the inverse temperature, the limit is the exact partition function tr exp(−β(T+V)). The matrices need not be Hermitian or commute. The proof compares the split propagator exp(tA) exp(tB) with the exact one, exp(t(A+B)). Both are the identity at t = 0 and have derivative A+B there, so by `tendsto_pow_sub_pow` the difference of their P-th powers at t = 1/P tends to zero, and taking the trace gives the result.

In Lean, a first try:

```lean
import Mathlib

open Matrix Filter Topology
open NormedSpace (exp)

namespace BeadTraceTendsto

noncomputable section

variable {n : Type*} [Fintype n] [DecidableEq n]

/-- The primitive partition function with `P ≥ 1` beads,
`tr((exp(A/P) exp(B/P))^P)`. -/
def beadTrace (A B : Matrix n n ℂ) (P : ℕ) : ℂ :=
  ((exp ((1 / (P : ℝ)) • A) * exp ((1 / (P : ℝ)) • B)) ^ P).trace

/-- Two short-time propagators that start at the identity with the same generator `C` differ
by a vanishing amount after `m` steps of length `1/m`, as `m` grows. -/
theorem tendsto_pow_sub_pow {R : Type*} [NormedRing R] [NormOneClass R] [NormedAlgebra ℝ R]
    {f g : ℝ → R} {C : R} (hf : HasDerivAt f C 0) (hg : HasDerivAt g C 0)
    (f0 : f 0 = 1) (g0 : g 0 = 1) :
    Tendsto (fun m : ℕ => f (1 / (m : ℝ)) ^ m - g (1 / (m : ℝ)) ^ m) atTop (𝓝 0) := by
  -- if `x` and `y` have norm at most `c`, where `c ≥ 1`, then `m` steps multiply the
  -- single-step error `‖x - y‖` by at most `m * c ^ m`
  have tele : ∀ (x y : R) (c : ℝ), ‖x‖ ≤ c → ‖y‖ ≤ c → 1 ≤ c → ∀ m : ℕ,
      ‖x ^ m - y ^ m‖ ≤ m * c ^ m * ‖x - y‖ := by
    intro x y c hx hy hc m
    have c0 : 0 ≤ c := by linarith
    induction m with
    | zero => simp
    | succ m ih =>
      have e : x ^ (m + 1) - y ^ (m + 1) = x ^ m * (x - y) + (x ^ m - y ^ m) * y := by
        rw [pow_succ, pow_succ, mul_sub, sub_mul]
        abel
      have hxm : ‖x ^ m‖ ≤ c ^ m := (norm_pow_le x m).trans (by gcongr)
      have hcm : c ^ m ≤ c ^ m * c := le_mul_of_one_le_right (by positivity) hc
      calc ‖x ^ (m + 1) - y ^ (m + 1)‖
          ≤ ‖x ^ m‖ * ‖x - y‖ + ‖x ^ m - y ^ m‖ * ‖y‖ := by
            rw [e]
            exact (norm_add_le _ _).trans (add_le_add (norm_mul_le _ _) (norm_mul_le _ _))
        _ ≤ (c ^ m * c) * ‖x - y‖ + (m * c ^ m * ‖x - y‖) * c := by
            gcongr
            exact hxm.trans hcm
        _ = ((m + 1 : ℕ) : ℝ) * c ^ (m + 1) * ‖x - y‖ := by
            push_cast
            ring
  have growth : ∀ u : ℝ → R, HasDerivAt u C 0 → u 0 = 1 →
      ∀ᶠ t in 𝓝 (0 : ℝ), ‖u t‖ ≤ 1 + (‖C‖ + 1) * |t| := by
    intro u hu u0
    filter_upwards [(hasDerivAt_iff_isLittleO.1 hu).def one_pos] with t ht
    rw [u0, sub_zero, one_mul, Real.norm_eq_abs] at ht
    have h1 : ‖(1 : R) + t • C‖ ≤ 1 + |t| * ‖C‖ := by
      simpa [norm_smul] using norm_add_le (1 : R) (t • C)
    have h2 := norm_add_le (u t - 1 - t • C) (1 + t • C)
    rw [show u t - 1 - t • C + (1 + t • C) = u t by abel] at h2
    linarith
  have hlim : Tendsto (fun m : ℕ => 1 / (m : ℝ)) atTop (𝓝 0) :=
    tendsto_one_div_atTop_nhds_zero_nat
  refine Metric.tendsto_nhds.2 fun ε hε => ?_
  have hδ : 0 < ε / (2 * Real.exp (‖C‖ + 1)) := by positivity
  have small : ∀ᶠ t in 𝓝 (0 : ℝ), ‖f t - g t‖ ≤ ε / (2 * Real.exp (‖C‖ + 1)) * |t| := by
    filter_upwards [(hasDerivAt_iff_isLittleO.1 (hf.sub hg)).def hδ] with t ht
    simpa only [Pi.sub_apply, f0, g0, sub_self, sub_zero, smul_zero, Real.norm_eq_abs] using ht
  filter_upwards [hlim.eventually (growth f hf f0), hlim.eventually (growth g hg g0),
    hlim.eventually small, eventually_gt_atTop 0] with m h1 h2 h3 hm
  have hm' : (0 : ℝ) < m := by exact_mod_cast hm
  rw [abs_of_pos (by positivity : 0 < 1 / (m : ℝ))] at h1 h2 h3
  have hc : (1 + (‖C‖ + 1) * (1 / (m : ℝ))) ^ m ≤ Real.exp (‖C‖ + 1) := by
    calc (1 + (‖C‖ + 1) * (1 / (m : ℝ))) ^ m
        ≤ Real.exp ((‖C‖ + 1) * (1 / (m : ℝ))) ^ m :=
          pow_le_pow_left₀ (by positivity)
            (by linarith [Real.add_one_le_exp ((‖C‖ + 1) * (1 / (m : ℝ)))]) m
      _ = Real.exp (‖C‖ + 1) := by
          rw [← Real.exp_nat_mul]
          congr 1
          field_simp
  rw [dist_zero_right]
  calc _ ≤ m * (1 + (‖C‖ + 1) * (1 / (m : ℝ))) ^ m * ‖f (1 / (m : ℝ)) - g (1 / (m : ℝ))‖ :=
        tele _ _ _ h1 h2 (le_add_of_nonneg_right (by positivity)) m
    _ ≤ m * Real.exp (‖C‖ + 1) * (ε / (2 * Real.exp (‖C‖ + 1)) * (1 / (m : ℝ))) := by gcongr
    _ = ε / 2 := by field_simp
    _ < ε := half_lt_self hε

open scoped Matrix.Norms.Operator in
/-- The primitive partition function tends to `tr exp(A+B)` as the number of beads grows. -/
theorem beadTrace_tendsto [Nonempty n] (A B : Matrix n n ℂ) :
    Tendsto (beadTrace A B) atTop (𝓝 (exp (A + B)).trace) := by
  have d : ∀ M : Matrix n n ℂ, HasDerivAt (fun t : ℝ => exp (t • M)) M 0 := fun M => by
    simpa using hasDerivAt_exp_smul_const M (0 : ℝ)
  have dAB : HasDerivAt (fun t : ℝ => exp (t • A) * exp (t • B)) (A + B) 0 := by
    simpa using (d A).fun_mul (d B)
  have h := tendsto_pow_sub_pow dAB (d (A + B)) (by simp) (by simp)
  have h2 := (((continuous_id.matrix_trace).tendsto (0 : Matrix n n ℂ)).comp h).add_const
    (exp (A + B)).trace
  simp only [id, Matrix.trace_zero, zero_add] at h2
  refine h2.congr' ?_
  filter_upwards [eventually_gt_atTop 0] with P hP
  have hP' : (P : ℝ) ≠ 0 := by exact_mod_cast hP.ne'
  -- the exact propagator composes without error
  have e : exp ((1 / (P : ℝ)) • (A + B)) ^ P = exp (A + B) := by
    rw [← Matrix.exp_nsmul, ← Nat.cast_smul_eq_nsmul ℝ, smul_smul, mul_one_div_cancel hP',
      one_smul]
  simp only [Function.comp_apply, e, Matrix.trace_sub, sub_add_cancel, beadTrace]

end

end BeadTraceTendsto
```

Lean reports:

```
Main.lean:89:4: error: Type mismatch: After simplification, term
  hasDerivAt_exp_smul_const M 0
 has type
  @HasDerivAt ℝ DenselyNormedField.toNontriviallyNormedField (Matrix n n ℂ) Matrix.linftyOpNormedRing.toAddCommGroup
    (NormedAlgebra.toNormedSpace (Matrix n n ℂ)).toModule PseudoMetricSpace.toUniformSpace.toTopologicalSpace ⋯
    (fun u => exp (u • M)) M 0
but is expected to have type
  @HasDerivAt ℝ DenselyNormedField.toNontriviallyNormedField (Matrix n n ℂ) addCommGroup module
    instTopologicalSpaceMatrix ⋯ (fun t => exp (t • M)) M 0
Main.lean:91:4: error: Type mismatch: After simplification, term
  HasDerivAt.fun_mul (d A) (d B)
 has type
  @HasDerivAt ℝ DenselyNormedField.toNontriviallyNormedField (Matrix n n ℂ) Matrix.linftyOpNormedRing.toAddCommGroup
    (NormedAlgebra.toNormedSpace (Matrix n n ℂ)).toModule PseudoMetricSpace.toUniformSpace.toTopologicalSpace ⋯
    (fun i => exp (i • A) * exp (i • B)) (A + B) 0
but is expected to have type
  @HasDerivAt ℝ DenselyNormedField.toNontriviallyNormedField (Matrix n n ℂ) addCommGroup module
    instTopologicalSpaceMatrix ⋯ (fun t => exp (t • A) * exp (t • B)) (A + B) 0
```

What went wrong. Both errors arise where the proof establishes these derivatives at t = 0, `d` for a single exponential and `dAB` for the product. In each message the two types have the same function, derivative and point, and differ only in the instances on the matrix space. The lemmas `hasDerivAt_exp_smul_const` and `HasDerivAt.fun_mul` take the additive group, module and topology from the normed ring `Matrix.linftyOpNormedRing`, while the stated goals use the matrix type's own, such as `instTopologicalSpaceMatrix`. The two sets are equal by definition, but seeing this takes unfolding, and the comparison that ends `simpa` does not unfold far enough.

The repair simplifies the lemma's result as `h` and closes the goal with `exact h`, whose check does unfold the instances. This is the cure in both places. The `simp only` calls evaluate the exponentials at zero and remove the factors of one, which `simpa` had already managed, so naming their lemmas is mere tidying.

The repair, with which the file compiles:

```diff
@@ -87,7 +87,11 @@
     Tendsto (beadTrace A B) atTop (𝓝 (exp (A + B)).trace) := by
   have d : ∀ M : Matrix n n ℂ, HasDerivAt (fun t : ℝ => exp (t • M)) M 0 := fun M => by
-    simpa using hasDerivAt_exp_smul_const M (0 : ℝ)
+    have h := hasDerivAt_exp_smul_const M (0 : ℝ)
+    simp only [zero_smul, NormedSpace.exp_zero, one_mul] at h
+    exact h
   have dAB : HasDerivAt (fun t : ℝ => exp (t • A) * exp (t • B)) (A + B) 0 := by
-    simpa using (d A).fun_mul (d B)
+    have h := (d A).fun_mul (d B)
+    simp only [zero_smul, NormedSpace.exp_zero, one_mul, mul_one] at h
+    exact h
   have h := tendsto_pow_sub_pow dAB (d (A + B)) (by simp) (by simp)
   have h2 := (((continuous_id.matrix_trace).tendsto (0 : Matrix n n ℂ)).comp h).add_const
```
